# A closed loop of states with nonzero neighbouring overlaps has a gauge that spreads its Berry phase evenly

Q: My code follows one isolated band of a tight-binding model with several orbitals per cell, at \(N\) points of a closed one-dimensional \(k\) mesh. The diagonaliser returns each eigenvector with an arbitrary phase, so before I Fourier transform to a Wannier function I rephase the vectors until all neighbouring overlaps have the same complex phase. How do I know that this is possible on the last link, where both phases are already fixed?

A: It is possible if you choose the common phase correctly. Call the vectors \(u_j\), with \(j\) counted modulo \(N\), and set
\[
z_j=\langle u_j,u_{j+1}\rangle\neq 0,\qquad P=\prod_j z_j,\qquad \varphi=-\arg P .
\]
You want unit phases \(c_j\), a real twist \(\theta\) and positive numbers \(r_j\) with
\[
\langle c_ju_j,c_{j+1}u_{j+1}\rangle=\bar c_j\,c_{j+1}z_j=r_je^{-i\theta}.
\]
Taking moduli gives \(r_j=|z_j|\). Multiplying by \(c_j\) and dividing by \(z_j\) then gives
\[
c_{j+1}=c_jt_j,\qquad t_j=e^{-i\theta}\frac{|z_j|}{z_j},\qquad |t_j|=1 .
\]

Q: That is a recursion along a line. What happens when it returns to the start?

A: Multiply the recursion over all \(j\). Since \(\prod_j c_{j+1}=\prod_j c_j\neq0\), it requires \(\prod_j t_j=1\). Conversely, if that product is one, take \(c_0=1\) and \(c_j=t_0\cdots t_{j-1}\) for \(0<j<N\). The links before the last hold by construction, and the last one holds because the full product returns to \(c_0=1\).

With \(P=|P|e^{-i\varphi}\), the closing condition becomes
\[
\prod_j t_j=e^{-iN\theta}\frac{|P|}{P}=e^{-i(N\theta-\varphi)}=1
\quad\Longleftrightarrow\quad N\theta=\varphi+2\pi m,\; m\in\mathbb Z .
\]
The choice \(\theta=\varphi/N\), with \(m=0\), always works.

Q: My \(\varphi\) is computed from eigenvectors with random phases. Doesn't it change when I rephase them?

A: No. The new product is \(\prod_j\bar c_jc_{j+1}z_j=P\), because each \(c_j\) meets its own conjugate once. This short calculation is mine; the Lean file contains no theorem for it.

Q: Then show me what the file takes a "state" to be.

A: A vector in any complex inner-product space `E`, of finite or infinite dimension. The index type `ZMod N` builds in the closed loop, and `NeZero N` says \(N\ge1\).

```lean
import Mathlib

open scoped ComplexConjugate

namespace TwistedParallelTransport

noncomputable section

variable {E : Type*} [NormedAddCommGroup E] [InnerProductSpace ℂ E]
variable {N : ℕ} [NeZero N]
```

The number \(z_j\) is `link u j`. The inner product is conjugate-linear in its first argument, as in physics notation.

```lean
/-- The overlap of neighbouring states on the closed loop. -/
def link (u : ZMod N → E) (j : ZMod N) : ℂ := inner ℂ (u j) (u (j + 1))
```

The loop product \(P\) is `loopProduct u`.

```lean
/-- The product of all neighbouring overlaps around the loop. -/
def loopProduct (u : ZMod N → E) : ℂ := ∏ j, link u j
```

The phase \(\varphi\) is `berryPhase u`. The argument is taken in \((-\pi,\pi]\), so \(\varphi\) lies in \([-\pi,\pi)\).

```lean
/-- The discrete Berry phase: minus the argument of the loop product, for loops whose
overlaps are all nonzero. -/
def berryPhase (u : ZMod N → E) : ℝ := -Complex.arg (loopProduct u)
```

Q: In my notes, a Berry phase is an integral of a connection.

A: Here it is the discrete phase of a finite loop. The file takes no continuum limit and says nothing about smoothness in \(k\). It also has no Hamiltonian, and it treats one state per point, not a degenerate multiplet.

Q: And the last link? My cell-periodic Bloch functions at \(k\) and \(k+G\) differ by a factor \(e^{-iGx}\).

A: Then the file does not describe your last overlap directly, because `link` joins \(u_{N-1}\) to \(u_0\) itself. It fits a tight-binding convention with \(H(k+G)=H(k)\), or any Hamiltonian that returns to itself around a parameter loop. In the tight-binding case, for a single isolated band on a finite \(k\) mesh, the result supplies a periodic choice of phases from which to build Wannier functions.

Q: How is the desired gauge stated?

A: `IsTwistedGauge u c θ` has two parts: every `c j` has modulus one, and every rephased overlap is a positive real number times \(e^{-i\theta}\). The last link is included, since `j` runs over the whole ring.

```lean
/-- The unit phases `c j` form a gauge with twist `θ` per link: every overlap of the rephased
states is a positive multiple of `exp (-iθ)`. -/
def IsTwistedGauge (u : ZMod N → E) (c : ZMod N → ℂ) (θ : ℝ) : Prop :=
  (∀ j, ‖c j‖ = 1) ∧ ∀ j, ∃ r : ℝ, 0 < r ∧
    inner ℂ (c j • u j) (c (j + 1) • u (j + 1)) = r * Complex.exp (-θ * Complex.I)
```

The vectors need not be normalised. For normalised states the positive factor is \(|z_j|\le1\); rescaling the vectors by positive numbers changes that factor but not \(\varphi\).

Q: So the theorem assumes only that the overlaps are nonzero?

A: Yes, that is `hu`. Physically, no state on the mesh may be orthogonal to its successor. A mesh that is too coarse, or a band label that jumps at a crossing, can violate this, and then the link has no phase to adjust.

The conclusion, `exists_twisted_parallel_transport_gauge`, says that some family `c` satisfies `IsTwistedGauge u c (berryPhase u / N)`. The file also determines which other twists are allowed, shows that for a given twist the gauge is unique up to a global phase, and says when all overlaps can be made positive.

Q: Take me through the proof, then. Where does \(t_j\) enter?

A: As `stepFactor`.

```lean
/-- The phase factor `exp (-iθ) |z| / z` belonging to a link with nonzero overlap `z`. -/
def stepFactor (u : ZMod N → E) (θ : ℝ) (j : ZMod N) : ℂ :=
  Complex.exp (-θ * Complex.I) * (‖link u j‖ : ℝ) / link u j
```

A small lemma records \(|e^{-i\theta}|=1\), which is needed whenever moduli are compared.

```lean
/-- The twist factor `exp (-iθ)` has modulus one. -/
theorem norm_twist (θ : ℝ) : ‖Complex.exp (-θ * Complex.I)‖ = 1 := by
  rw [← Complex.ofReal_neg]
  exact Complex.norm_exp_ofReal_mul_I _
```

The next theorem is the equivalence between the overlap condition and the recursion. In the forward direction, taking norms identifies `r` with `‖link u j‖`; `eq_div_iff` then clears the denominator, and `linear_combination` multiplies by \(c_j\) and uses \(\bar c_jc_j=1\). In the reverse direction, `‖link u j‖` is supplied as the positive factor.

```lean
omit [NeZero N] in
/-- For nonzero overlaps, a twisted gauge is the same as a family of unit phases that is
carried from each site to the next by the step factor. -/
theorem isTwistedGauge_iff_step {u : ZMod N → E} (hu : ∀ j, link u j ≠ 0)
    (c : ZMod N → ℂ) (θ : ℝ) :
    IsTwistedGauge u c θ ↔
      (∀ j, ‖c j‖ = 1) ∧ ∀ j, c (j + 1) = c j * stepFactor u θ j := by
  unfold IsTwistedGauge
  refine and_congr_right fun hc => forall_congr' fun j => ?_
  rw [inner_smul_left, inner_smul_right]
  change (∃ r : ℝ, 0 < r ∧ conj (c j) * (c (j + 1) * link u j) = _) ↔ _
  have hz := hu j
  have haa : conj (c j) * c j = 1 := by
    rw [Complex.conj_mul', hc j]
    simp
  unfold stepFactor
  constructor
  · rintro ⟨r, hr, h⟩
    -- comparing moduli fixes the positive factor
    have hn : ‖link u j‖ = r := by
      have h1 := congrArg norm h
      simp only [norm_mul, RCLike.norm_conj, hc, norm_twist, Complex.norm_real,
        Real.norm_of_nonneg hr.le, one_mul, mul_one] at h1
      exact h1
    rw [hn, ← mul_div_assoc, eq_div_iff hz]
    linear_combination c j * h - (c (j + 1) * link u j) * haa
  · intro h
    refine ⟨‖link u j‖, norm_pos_iff.mpr hz, ?_⟩
    rw [h, mul_assoc (c j), div_mul_cancel₀ _ hz]
    linear_combination (Complex.exp (-θ * Complex.I) * (‖link u j‖ : ℝ)) * haa
```

Q: And the closing of the ring, which was my original worry?

A: That is `recursion_closes_iff`, stated for arbitrary unit step phases `t`. The forward half shifts the index with `Equiv.prod_comp` and cancels \(\prod_j c_j\). The reverse half defines the phases as partial products. It then separates the links with `j.val + 1 < N`, where one more factor is appended, from the last link, where `hround` says that the full product is one.

```lean
/-- Unit phases obeying a prescribed site-to-site recursion exist on the closed loop exactly
when the product of the step phases is one. -/
theorem recursion_closes_iff (t : ZMod N → ℂ) (ht : ∀ j, ‖t j‖ = 1) :
    (∃ c : ZMod N → ℂ, (∀ j, ‖c j‖ = 1) ∧ ∀ j, c (j + 1) = c j * t j) ↔
      ∏ j, t j = 1 := by
  constructor
  · rintro ⟨c, hc, hs⟩
    -- shifting the index leaves the product of the phases unchanged
    have hshift : ∏ j, c (j + 1) = ∏ j, c j := Equiv.prod_comp (Equiv.addRight 1) c
    have h0 : ∏ j, c j ≠ 0 := Finset.prod_ne_zero_iff.mpr fun j _ =>
      norm_ne_zero_iff.mp (by rw [hc j]; exact one_ne_zero)
    simp only [hs, Finset.prod_mul_distrib] at hshift
    apply mul_left_cancel₀ h0
    rw [hshift, mul_one]
  · intro hprod
    have hround : ∏ k ∈ Finset.range N, t (k : ZMod N) = 1 := by
      rw [← hprod]
      refine Finset.prod_nbij' (fun k : ℕ => (k : ZMod N)) ZMod.val ?_ ?_ ?_ ?_ ?_
      · intro k _
        exact Finset.mem_univ _
      · intro j _
        exact Finset.mem_range.mpr (ZMod.val_lt j)
      · intro k hk
        rw [ZMod.val_natCast, Nat.mod_eq_of_lt (Finset.mem_range.mp hk)]
      · intro j _
        exact ZMod.natCast_zmod_val j
      · intro k _
        rfl
    -- the phases are the partial products of the step factors
    refine ⟨fun j => ∏ k ∈ Finset.range j.val, t (k : ZMod N), fun j => ?_, fun j => ?_⟩
    · rw [norm_prod]
      exact Finset.prod_eq_one fun k _ => ht _
    · have hj : ((j.val + 1 : ℕ) : ZMod N) = j + 1 := by
        rw [Nat.cast_add, Nat.cast_one, ZMod.natCast_zmod_val]
      have hlast : (∏ k ∈ Finset.range j.val, t (k : ZMod N)) * t j =
          ∏ k ∈ Finset.range (j.val + 1), t (k : ZMod N) := by
        rw [Finset.prod_range_succ, ZMod.natCast_zmod_val]
      change ∏ k ∈ Finset.range (j + 1).val, t (k : ZMod N) = _ * t j
      rw [hlast]
      rcases Nat.lt_or_ge (j.val + 1) N with h | h
      · have hv : (j + 1).val = j.val + 1 := by
          rw [← hj, ZMod.val_natCast, Nat.mod_eq_of_lt h]
        rw [hv]
      · have hN : j.val + 1 = N := le_antisymm (ZMod.val_lt j) h
        have hv : j + 1 = 0 := by rw [← hj, hN, ZMod.natCast_self]
        rw [hv, hN, hround, ZMod.val_zero, Finset.prod_range_zero]
```

Next comes the condition on the twist. The proof collects the step factors into \(e^{-iN\theta}|P|/P\), inserts the polar form of \(P\), and is left with an equality of two exponentials. Their exponents may differ by \(2\pi i n\), and the integer in the statement is \(m=-n\).

```lean
/-- For nonzero overlaps, the step factors multiply to one around the loop exactly when the total
twist `N θ` equals the Berry phase up to a multiple of `2π`. -/
theorem prod_stepFactor_eq_one_iff {u : ZMod N → E} (hu : ∀ j, link u j ≠ 0) (θ : ℝ) :
    ∏ j, stepFactor u θ j = 1 ↔
      ∃ m : ℤ, (N : ℝ) * θ = berryPhase u + 2 * Real.pi * m := by
  have hP : loopProduct u ≠ 0 := Finset.prod_ne_zero_iff.mpr fun j _ => hu j
  have hn : ((‖loopProduct u‖ : ℝ) : ℂ) ≠ 0 :=
    Complex.ofReal_ne_zero.mpr (norm_ne_zero_iff.mpr hP)
  have hprod : ∏ j, stepFactor u θ j =
      Complex.exp (-θ * Complex.I) ^ N * (‖loopProduct u‖ : ℝ) / loopProduct u := by
    simp only [stepFactor, loopProduct, Finset.prod_div_distrib, Finset.prod_mul_distrib,
      Finset.prod_const, Finset.card_univ, ZMod.card, norm_prod, Complex.ofReal_prod]
  have hpolar := Complex.norm_mul_exp_arg_mul_I (loopProduct u)
  -- the polar form of the loop product leaves an equation between two phases
  have key : ∏ j, stepFactor u θ j = 1 ↔ Complex.exp (N * (-θ * Complex.I)) =
      Complex.exp (Complex.arg (loopProduct u) * Complex.I) := by
    rw [hprod, div_eq_one_iff_eq hP, Complex.exp_nat_mul]
    constructor
    · intro h
      apply mul_left_cancel₀ hn
      linear_combination h - hpolar
    · intro h
      rw [h]
      linear_combination hpolar
  rw [key, Complex.exp_eq_exp_iff_exists_int]
  constructor
  · rintro ⟨n, h⟩
    refine ⟨-n, Complex.ofReal_injective ?_⟩
    apply mul_right_cancel₀ Complex.I_ne_zero
    simp only [berryPhase]
    push_cast
    linear_combination -h
  · rintro ⟨m, h⟩
    have h' : (N : ℂ) * θ = -(Complex.arg (loopProduct u) : ℂ) + 2 * Real.pi * m := by
      rw [berryPhase] at h
      exact_mod_cast h
    refine ⟨-m, ?_⟩
    push_cast
    linear_combination (-Complex.I) * h'
```

Combining the last three theorems gives the full criterion for a uniform twist.

```lean
/-- For nonzero overlaps, a gauge with uniform twist `θ` per link exists exactly when `N θ` equals
the Berry phase up to a multiple of `2π`. -/
theorem exists_twistedGauge_iff {u : ZMod N → E} (hu : ∀ j, link u j ≠ 0) (θ : ℝ) :
    (∃ c, IsTwistedGauge u c θ) ↔
      ∃ m : ℤ, (N : ℝ) * θ = berryPhase u + 2 * Real.pi * m := by
  have ht : ∀ j, ‖stepFactor u θ j‖ = 1 := fun j => by
    rw [stepFactor, norm_div, norm_mul, norm_twist, Complex.norm_real, norm_norm, one_mul,
      div_self (norm_ne_zero_iff.mpr (hu j))]
  simp only [isTwistedGauge_iff_step hu]
  rw [recursion_closes_iff _ ht, prod_stepFactor_eq_one_iff hu]
```

The gauge you want is the case \(\theta=\varphi/N\), \(m=0\).

```lean
/-- Twisted parallel-transport gauge: if no neighbouring overlap vanishes, unit phases exist that
make every one a positive multiple of `exp (-iφ/N)`, where `φ` is the Berry phase of the loop. -/
theorem exists_twisted_parallel_transport_gauge {u : ZMod N → E}
    (hu : ∀ j, link u j ≠ 0) : ∃ c, IsTwistedGauge u c (berryPhase u / N) := by
  refine (exists_twistedGauge_iff hu _).mpr ⟨0, ?_⟩
  have hN : (N : ℝ) ≠ 0 := Nat.cast_ne_zero.mpr (NeZero.ne N)
  rw [mul_div_cancel₀ _ hN, Int.cast_zero, mul_zero, add_zero]
```

Q: If a colleague's code starts from a different phase at \(j=0\), do we get different gauges?

A: Only by a global phase, provided you use the same twist. If \(c'_0=gc_0\), the common recursion gives \(c'_j=gc_j\) at every site, and the proof is that induction. It need not assume nonzero overlaps, because a twisted gauge already forces them: a positive multiple of \(e^{-i\theta}\) is never zero.

```lean
/-- Two gauges with the same twist per link differ by one global phase. -/
theorem twistedGauge_unique {u : ZMod N → E} {c c' : ZMod N → ℂ} {θ : ℝ}
    (h : IsTwistedGauge u c θ) (h' : IsTwistedGauge u c' θ) :
    ∃ g : ℂ, ‖g‖ = 1 ∧ ∀ j, c' j = g * c j := by
  -- a twisted gauge can only exist if no overlap vanishes
  have hu : ∀ j, link u j ≠ 0 := by
    intro j hz
    obtain ⟨r, hr, hj⟩ := h.2 j
    unfold link at hz
    rw [inner_smul_left, inner_smul_right, hz, mul_zero, mul_zero] at hj
    exact mul_ne_zero (Complex.ofReal_ne_zero.mpr hr.ne') (Complex.exp_ne_zero _) hj.symm
  obtain ⟨hc, hs⟩ := (isTwistedGauge_iff_step hu c θ).mp h
  obtain ⟨hc', hs'⟩ := (isTwistedGauge_iff_step hu c' θ).mp h'
  have h0 : c 0 ≠ 0 := norm_ne_zero_iff.mp (by rw [hc 0]; exact one_ne_zero)
  refine ⟨c' 0 / c 0, by rw [norm_div, hc, hc', div_one], fun j => ?_⟩
  have key : ∀ n : ℕ, c' (n : ZMod N) = c' 0 / c 0 * c (n : ZMod N) := by
    intro n
    induction n with
    | zero => rw [Nat.cast_zero, div_mul_cancel₀ _ h0]
    | succ n ih => rw [Nat.cast_succ, hs', hs, ih, mul_assoc]
  have hj := key j.val
  rwa [ZMod.natCast_zmod_val] at hj
```

Q: Why not make all overlaps positive and forget the twist?

A: On the closed ring that works exactly when \(\varphi=0\). Setting \(\theta=0\) in the criterion gives \(\varphi=-2\pi m\), and the range \([-\pi,\pi)\) leaves only \(m=0\). The proof excludes \(m\le-1\) and \(m\ge1\) with `nlinarith`.

```lean
/-- For nonzero overlaps, unit phases making all overlaps around the closed loop positive exist
exactly when the Berry phase is zero. -/
theorem exists_untwisted_gauge_iff {u : ZMod N → E} (hu : ∀ j, link u j ≠ 0) :
    (∃ c, IsTwistedGauge u c 0) ↔ berryPhase u = 0 := by
  rw [exists_twistedGauge_iff hu]
  constructor
  · rintro ⟨m, hm⟩
    have h1 : -Real.pi ≤ berryPhase u := neg_le_neg (Complex.arg_le_pi _)
    have h2 : berryPhase u < Real.pi := by
      have := Complex.neg_pi_lt_arg (loopProduct u)
      unfold berryPhase
      linarith
    have hpi := Real.pi_pos
    -- the range of the argument leaves only the winding number zero
    have hm0 : m = 0 := by
      rcases lt_trichotomy m 0 with h | h | h
      · have h3 : (m : ℝ) ≤ -1 := by exact_mod_cast (show m ≤ -1 by omega)
        nlinarith
      · exact h
      · have h3 : (1 : ℝ) ≤ m := by exact_mod_cast (show 1 ≤ m by omega)
        nlinarith
    rw [hm0, Int.cast_zero] at hm
    linarith
  · intro h
    exact ⟨0, by rw [h, Int.cast_zero]; ring⟩

end

end TwistedParallelTransport
```

```lean
#print axioms TwistedParallelTransport.exists_twisted_parallel_transport_gauge
#print axioms TwistedParallelTransport.twistedGauge_unique
#print axioms TwistedParallelTransport.exists_untwisted_gauge_iff
```

```
'TwistedParallelTransport.exists_twisted_parallel_transport_gauge' depends on axioms: [propext, Classical.choice, Quot.sound]
'TwistedParallelTransport.twistedGauge_unique' depends on axioms: [propext, Classical.choice, Quot.sound]
'TwistedParallelTransport.exists_untwisted_gauge_iff' depends on axioms: [propext, Classical.choice, Quot.sound]
```

Q: What does this look like in my code?

A: Compute all \(z_j\) from the original eigenvectors, including \(z_{N-1}=\langle u_{N-1},u_0\rangle\), and obtain \(\varphi\) from their product. Set \(c_0=1\), and for \(j=0,\dots,N-2\) update
\[
c_{j+1}=c_j\,e^{-i\varphi/N}\frac{|z_j|}{z_j}.
\]
Then replace each \(u_j\) by \(c_ju_j\). As a check, the last overlap, which the loop never set, must also have phase \(e^{-i\varphi/N}\) up to rounding.

If you add the individual arguments of the \(z_j\) instead of taking the argument of the product, your \(\varphi\) may differ by a multiple of \(2\pi\). The ring still closes, with another of the allowed twists.

Q: Does it survive the smallest meshes?

A: For \(N=1\) the only link is \(\langle u_0,u_0\rangle=\|u_0\|^2>0\), so \(\varphi=0\) and any unit phase will do. For \(N=2\) the two overlaps are complex conjugates, so \(P=|z_0|^2>0\) and again \(\varphi=0\). So when the last link returns to \(u_0\) itself, as it does here, you need at least three points to see a nonzero discrete Berry phase. If the last link carries the factor \(e^{-iGx}\), this count does not apply.
